# Gautschi's recurrence is exact for a harmonic oscillator under a force constant or affine in time

Let $w\neq 0$ and let $g$ be constant. Every solution of $\ddot x=g-w^2x$ on the whole time axis satisfies, for all real $t$ and $h$,

$$x(t+h)-2\cos(wh)\,x(t)+x(t-h)=\frac{2(1-\cos wh)}{w^2}\,g .$$

The same holds with $g+tk$ in place of $g$, where $k$ is also constant. In molecular dynamics this is a trigonometric Verlet step: for a single harmonic frequency and a slow force prescribed as such a function of time, the step length causes no error in the positions, provided the iteration starts from the exact positions at two times a step apart.

## The driven oscillator

Positions lie in a real normed space `E`, so $x$ may be a coordinate or a vector whose components share the frequency $w$. Forces are divided by mass, and `•` multiplies a vector by a number.

```lean
import Mathlib

open Real

namespace GautschiTrigonometricVerlet

noncomputable section

variable {E : Type*} [NormedAddCommGroup E] [NormedSpace ℝ E] {w : ℝ}
```

The equation of motion is written as a first-order system, $\dot x=v$ and $\dot v=f(t)-w^2x$, where $f$ is the slow acceleration. `HasDerivAt` says that each derivative exists and has the stated value.

```lean
/-- Position `x` and velocity `v` obey `x' = v` and `v' = f(t) - w² x` at all times:
an oscillator of frequency `w` driven by the slow acceleration `f`. -/
def IsDrivenOscillator (w : ℝ) (f x v : ℝ → E) : Prop :=
  ∀ t, HasDerivAt x (v t) t ∧ HasDerivAt v (f t - w ^ 2 • x t) t
```

The definition could also have used $x$ alone, with `deriv (deriv x)` for the acceleration. The trajectories would be the same, but differentiability of $x$ and $\dot x$ would have to be assumed separately, because `deriv` returns zero where no derivative exists.

## Free motion

For $f=0$, take the state at time $s$ and propagate it to the fixed time $t+h$:

$$F(s)=\cos(w(t+h-s))\,x(s)+\frac{\sin(w(t+h-s))}{w}\,v(s).$$

With $\theta=w(t+h-s)$, the product rule gives

$$F'(s)=w\sin\theta\,x+\cos\theta\,v-\cos\theta\,v-w\sin\theta\,x=0 .$$

Hence $F(t+h)=F(t)$, which is the exact flow. In the proof, `hF` is the vanishing derivative, with `module` collecting the vector terms, and `key` equates the two values of $F$.

```lean
/-- Without slow force, the position after a time `h` is
`cos(wh) x(t) + (sin(wh)/w) v(t)`. -/
theorem free_flow (hw : w ≠ 0) {x v : ℝ → E}
    (hx : IsDrivenOscillator w (fun _ => 0) x v) (t h : ℝ) :
    x (t + h) = cos (w * h) • x t + (sin (w * h) / w) • v t := by
  -- the state at time s, propagated to the fixed time t + h, does not depend on s
  have hF : ∀ s, HasDerivAt (fun s => cos (w * (t + h - s)) • x s
      + (sin (w * (t + h - s)) / w) • v s) 0 s := by
    intro s
    have hl : HasDerivAt (fun s : ℝ => w * (t + h - s)) (-w) s :=
      (((hasDerivAt_id' s).const_sub (t + h)).const_mul w).congr_deriv (by ring)
    have hc : HasDerivAt (fun s => cos (w * (t + h - s)))
        (w ^ 2 * (sin (w * (t + h - s)) / w)) s := by
      have e : w ^ 2 * (sin (w * (t + h - s)) / w) = w * sin (w * (t + h - s)) := by
        field_simp
      rw [e]
      exact hl.cos.congr_deriv (by ring)
    have hs : HasDerivAt (fun s => sin (w * (t + h - s)) / w)
        (-cos (w * (t + h - s))) s :=
      (hl.sin.div_const w).congr_deriv (by field_simp)
    have hsum := (hc.smul (hx s).1).add (hs.smul (hx s).2)
    refine HasDerivAt.congr_deriv hsum ?_
    module
  have key := is_const_of_deriv_eq_zero (fun s => (hF s).differentiableAt)
    (fun s => (hF s).deriv) (t + h) t
  simpa [add_sub_cancel_left] using key
```

## Removing the slow force

The moving equilibrium is $e(t)=(g+tk)/w^2$. Put $y=x-e$ and $u=v-k/w^2$. Then $\dot y=u$, and

$$\dot u=g+tk-w^2x=-w^2y,$$

since $\ddot e=0$. The displacement is therefore a free oscillation.

```lean
/-- For a slow force `g + t k`, the displacement from the moving equilibrium
`(g + t k)/w²` is a free oscillation. -/
theorem displacement_is_free (hw : w ≠ 0) {g k : E} {x v : ℝ → E}
    (hx : IsDrivenOscillator w (fun t => g + t • k) x v) :
    IsDrivenOscillator w (fun _ => 0) (fun t => x t - (1 / w ^ 2) • (g + t • k))
      (fun t => v t - (1 / w ^ 2) • k) := by
  intro t
  obtain ⟨h1, h2⟩ := hx t
  have h0 : HasDerivAt (fun s : ℝ => s • k) ((1 : ℝ) • k) t :=
    (hasDerivAt_id' t).smul_const k
  have hf : HasDerivAt (fun s : ℝ => (1 / w ^ 2) • (g + s • k)) ((1 / w ^ 2) • k) t :=
    ((h0.const_add g).const_smul (1 / w ^ 2)).congr_deriv (by rw [one_smul])
  have hw2 : w ^ 2 * (1 / w ^ 2) = 1 := mul_one_div_cancel (pow_ne_zero 2 hw)
  refine ⟨h1.sub hf, (h2.sub_const _).congr_deriv ?_⟩
  simp only [smul_sub, smul_smul, hw2, one_smul]
  abel
```

## The recurrence

Adding the flows for $h$ and $-h$ cancels the velocity: $y(t+h)+y(t-h)=2\cos(wh)\,y(t)$. Since $e(t+h)+e(t-h)=2e(t)$, substituting $y=x-e$ gives

$$x(t+h)-2\cos(wh)\,x(t)+x(t-h)=2(1-\cos wh)\,e(t).$$

The two flows are `p` and `m`, and `linear_combination` adds them.

```lean
/-- Gautschi's two-step recurrence holds exactly, for every time `t` and step `h`, along every
trajectory whose slow force `g + t k` is affine in time. -/
theorem gautschi_exact (hw : w ≠ 0) {g k : E} {x v : ℝ → E}
    (hx : IsDrivenOscillator w (fun t => g + t • k) x v) (t h : ℝ) :
    x (t + h) - (2 * cos (w * h)) • x t + x (t - h)
      = (2 * (1 - cos (w * h)) / w ^ 2) • (g + t • k) := by
  -- add the forward and the backward flow: the velocity terms cancel
  have p := free_flow hw (displacement_is_free hw hx) t h
  have m := free_flow hw (displacement_is_free hw hx) t (-h)
  beta_reduce at p m
  simp only [mul_neg, cos_neg, sin_neg, ← sub_eq_add_neg] at m
  linear_combination (norm := module) p + m
```

Setting $k=0$ gives the constant-force statement. The condition $w\ne0$ matters: at $w=0$ the path $x=gt^2/2$ has second difference $h^2g$, while Lean's division by zero would make the right-hand side $0$.

```lean
/-- For a constant slow force `g`, every trajectory satisfies
`x(t+h) - 2cos(wh) x(t) + x(t-h) = 2(1 - cos(wh)) g/w²`. -/
theorem gautschi_exact_const (hw : w ≠ 0) {g : E} {x v : ℝ → E}
    (hx : IsDrivenOscillator w (fun _ => g) x v) (t h : ℝ) :
    x (t + h) - (2 * cos (w * h)) • x t + x (t - h)
      = (2 * (1 - cos (w * h)) / w ^ 2) • g := by
  have hx' : IsDrivenOscillator w (fun t => g + t • (0 : E)) x v := by
    simpa only [smul_zero, add_zero] using hx
  simpa only [smul_zero, add_zero] using gautschi_exact hw hx' t h
```

## A Verlet step with a modified length

Subtract $2(1-\cos wh)\,x(t)$ from both sides and use $1-\cos wh=2\sin^2(wh/2)$:

$$x(t+h)-2x(t)+x(t-h)=\left(\frac{2\sin(wh/2)}{w}\right)^2\bigl(g+tk-w^2x(t)\bigr).$$

This is the Verlet formula with the total acceleration and with the prefactor $h^2$ replaced by the square of $2\sin(wh/2)/w$; the positions are still a time $h$ apart.

```lean
/-- For a slow force `g + t k`, the second difference of the exact positions is the total
acceleration times the square of the effective step `2 sin(wh/2)/w`. -/
theorem verlet_with_effective_step (hw : w ≠ 0) {g k : E} {x v : ℝ → E}
    (hx : IsDrivenOscillator w (fun t => g + t • k) x v) (t h : ℝ) :
    x (t + h) - (2 : ℝ) • x t + x (t - h)
      = (2 * sin (w * h / 2) / w) ^ 2 • (g + t • k - w ^ 2 • x t) := by
  have hc : cos (w * h) = 1 - 2 * sin (w * h / 2) ^ 2 := by
    have h1 := cos_two_mul (w * h / 2)
    rw [show 2 * (w * h / 2) = w * h by ring] at h1
    linarith [sin_sq_add_cos_sq (w * h / 2)]
  have e : (2 * sin (w * h / 2) / w) ^ 2 = 2 * (1 - cos (w * h)) / w ^ 2 := by
    rw [hc]; ring
  have e2 : 2 * (1 - cos (w * h)) / w ^ 2 * w ^ 2 = 2 * (1 - cos (w * h)) :=
    div_mul_cancel₀ _ (pow_ne_zero 2 hw)
  rw [e, smul_sub, smul_smul, e2, ← gautschi_exact hw hx t h]
  module
```

## Repeated steps

Let $q_0=x(0)$ and $q_1=x(h)$, and generate $q_{n+2}$ from the recurrence with the force taken at time $(n+1)h$. If $q_n$ and $q_{n+1}$ are exact, the recurrence centred at $(n+1)h$ makes $q_{n+2}$ exact. The induction therefore carries two neighbouring positions. Arithmetic is over the real numbers, without rounding.

```lean
/-- Started from the exact positions at times `0` and `h`, Gautschi's iteration gives the exact
position at time `n h` for every `n`, if the slow force is affine in time. -/
theorem iteration_exact (hw : w ≠ 0) {g k : E} {x v : ℝ → E}
    (hx : IsDrivenOscillator w (fun t => g + t • k) x v) (h : ℝ) (q : ℕ → E)
    (h0 : q 0 = x 0) (h1 : q 1 = x h)
    (hq : ∀ n : ℕ, q (n + 2) = (2 * cos (w * h)) • q (n + 1) - q n
      + (2 * (1 - cos (w * h)) / w ^ 2) • (g + (((n : ℝ) + 1) * h) • k)) (n : ℕ) :
    q n = x (n * h) := by
  -- carry two neighbouring positions through the induction
  have both : ∀ n : ℕ, q n = x (n * h) ∧ q (n + 1) = x (((n : ℝ) + 1) * h) := by
    intro n
    induction n with
    | zero => exact ⟨by simpa using h0, by simpa using h1⟩
    | succ n ih =>
      have m := gautschi_exact hw hx (((n : ℝ) + 1) * h) h
      rw [show ((n : ℝ) + 1) * h + h = ((n : ℝ) + 1 + 1) * h by ring,
        show ((n : ℝ) + 1) * h - h = n * h by ring] at m
      push_cast
      refine ⟨ih.2, ?_⟩
      rw [show n + 1 + 1 = n + 2 from rfl, hq n, ih.1, ih.2, ← m]
      module
  exact (both n).1
```

## The coefficients are forced

Suppose that, for a fixed $h$, the rule $x(t+h)-a\,x(t)+x(t-h)=b\,g$ holds for all one-dimensional trajectories under constant force. The free motion $x=\cos wt$ at $t=0$ gives $a=2\cos wh$. The particle at rest at $x=1$ under $g=w^2$ gives $2-a=b\,w^2$, which fixes $b$. The converse is the recurrence already proved.

```lean
/-- A symmetric two-step rule with coefficients `a` and `b` is exact for all one-dimensional
trajectories under constant slow force if and only if it is Gautschi's. -/
theorem coefficients_unique (hw : w ≠ 0) (h a b : ℝ) :
    (∀ (g : ℝ) (x v : ℝ → ℝ), IsDrivenOscillator w (fun _ => g) x v →
      ∀ t, x (t + h) - a * x t + x (t - h) = b * g)
    ↔ a = 2 * cos (w * h) ∧ b = 2 * (1 - cos (w * h)) / w ^ 2 := by
  constructor
  · intro H
    -- a free cosine fixes a, a particle at rest in equilibrium fixes b
    have s1 : IsDrivenOscillator w (fun _ => (0 : ℝ)) (fun t => cos (w * t))
        (fun t => -sin (w * t) * w) := by
      intro t
      have hl : HasDerivAt (fun s : ℝ => w * s) w t :=
        ((hasDerivAt_id' t).const_mul w).congr_deriv (mul_one w)
      refine ⟨hl.cos, (hl.sin.fun_neg.mul_const w).congr_deriv ?_⟩
      simp only [smul_eq_mul]
      ring
    have s2 : IsDrivenOscillator w (fun _ => w ^ 2) (fun _ => (1 : ℝ)) (fun _ => 0) :=
      fun t => ⟨hasDerivAt_const t 1, (hasDerivAt_const t (0 : ℝ)).congr_deriv (by simp)⟩
    have h1 : cos (w * (0 + h)) - a * cos (w * 0) + cos (w * (0 - h)) = b * 0 :=
      H 0 _ _ s1 0
    have h2 : 1 - a * 1 + 1 = b * w ^ 2 := H (w ^ 2) _ _ s2 0
    rw [zero_add, zero_sub, mul_neg, cos_neg, mul_zero, cos_zero, mul_zero] at h1
    refine ⟨by linarith, ?_⟩
    rw [eq_div_iff (pow_ne_zero 2 hw)]
    linarith
  · rintro ⟨rfl, rfl⟩ g x v hx t
    simpa only [smul_eq_mul] using gautschi_exact_const hw hx t h
```

## A quadratic force breaks exactness

For $f(t)=t^2$, consider

$$x(t)=\frac{t^2}{w^2}-\frac{2}{w^4}.$$

```lean
/-- The trajectory `t²/w² - 2/w⁴`. -/
def quadraticPath (w t : ℝ) : ℝ := t ^ 2 / w ^ 2 - 2 / w ^ 4
```

Here $\ddot x=2/w^2=t^2-w^2x$, so this is a trajectory. At $t=0$ the slow force vanishes, and so does the right-hand side of the recurrence. With $\theta=wh$, the left-hand side is

$$\frac{4}{w^4}\left(\cos\theta-1+\frac{\theta^2}{2}\right),$$

which is positive for every $h\neq0$. If $\theta^2\le 8$, squaring $\cos(\theta/2)\ge1-\theta^2/8\ge0$ and doubling the angle gives $\cos\theta\ge1-\theta^2/2+\theta^4/32$. If $\theta^2\ge8$, the bound $\cos\theta\ge-1$ suffices. The proof makes the same case split.

```lean
/-- The path `t²/w² - 2/w⁴` solves the equation of motion with slow force `t²`, and at `t = 0` it
violates Gautschi's recurrence for every nonzero step. -/
theorem quadratic_force_not_exact (hw : w ≠ 0) {h : ℝ} (hh : h ≠ 0) :
    IsDrivenOscillator w (fun t => t ^ 2) (quadraticPath w) (fun t => 2 * t / w ^ 2) ∧
    2 * (1 - cos (w * h)) / w ^ 2 * (0 : ℝ) ^ 2
      < quadraticPath w (0 + h) - 2 * cos (w * h) * quadraticPath w 0
        + quadraticPath w (0 - h) := by
  constructor
  · intro t
    constructor
    · exact (((hasDerivAt_pow 2 t).div_const (w ^ 2)).sub_const (2 / w ^ 4)).congr_deriv
        (by norm_num)
    · refine (((hasDerivAt_id' t).const_mul 2).div_const (w ^ 2)).congr_deriv ?_
      simp only [smul_eq_mul, quadraticPath]
      field_simp
      ring
  · -- strict bound cos θ > 1 - θ²/2: weak bound at half the angle if θ² ≤ 8, else cos θ ≥ -1
    have hc : 0 < cos (w * h) - 1 + (w * h) ^ 2 / 2 := by
      have hp : 0 < (w * h) ^ 2 := by positivity
      have h1 := cos_two_mul (w * h / 2)
      rw [show 2 * (w * h / 2) = w * h by ring] at h1
      have h2 : 1 - (w * h / 2) ^ 2 / 2 ≤ cos (w * h / 2) := one_sub_sq_div_two_le_cos
      rcases le_total ((w * h) ^ 2) 8 with h8 | h8
      · have h3 : 0 ≤ 1 - (w * h / 2) ^ 2 / 2 := by linarith [div_pow (w * h) 2 2]
        have h4 := pow_le_pow_left₀ h3 h2 2
        have h5 : 0 < ((w * h) ^ 2) ^ 2 := by positivity
        linarith
      · linarith [neg_one_le_cos (w * h)]
    have e : quadraticPath w (0 + h) - 2 * cos (w * h) * quadraticPath w 0
        + quadraticPath w (0 - h)
        = 4 / w ^ 4 * (cos (w * h) - 1 + (w * h) ^ 2 / 2) := by
      unfold quadraticPath
      field_simp
      ring
    have z : 2 * (1 - cos (w * h)) / w ^ 2 * (0 : ℝ) ^ 2 = 0 := by simp
    rw [e, z]
    exact mul_pos (by positivity) hc

end

end GautschiTrigonometricVerlet
```

```lean
#print axioms GautschiTrigonometricVerlet.gautschi_exact
-- 'GautschiTrigonometricVerlet.gautschi_exact' depends on axioms: [propext, Classical.choice, Quot.sound]
#print axioms GautschiTrigonometricVerlet.iteration_exact
-- 'GautschiTrigonometricVerlet.iteration_exact' depends on axioms: [propext, Classical.choice, Quot.sound]
#print axioms GautschiTrigonometricVerlet.coefficients_unique
-- 'GautschiTrigonometricVerlet.coefficients_unique' depends on axioms: [propext, Classical.choice, Quot.sound]
#print axioms GautschiTrigonometricVerlet.quadratic_force_not_exact
-- 'GautschiTrigonometricVerlet.quadratic_force_not_exact' depends on axioms: [propext, Classical.choice, Quot.sound]
```
